# BdG matrices with antisymmetric or symmetric pairing have real dimension n(2n−1) or n(2n+1)

## Real parameters of a complex matrix

How many independent real numbers specify the mean-field Hamiltonian of a superconductor? In Bogoliubov–de Gennes (BdG) form the Hamiltonian is a complex matrix, so one must first choose the scalars over which to count. The choice here is the real numbers. A real multiple of a Hermitian matrix is Hermitian, whereas $i$ times a nonzero Hermitian matrix is not, so the allowed Hamiltonians form a real vector space. Its dimension is the required number of parameters.

## Where the two kinds of pairing come from

The BdG matrix is

$$H=\begin{pmatrix} h & D\\ D^\dagger & -\bar h\end{pmatrix},$$

where $h$ is the Hermitian $n\times n$ matrix of the normal state, $\bar h$ is its entrywise complex conjugate, and $D$ is the pairing matrix, usually written $\Delta$ in textbooks.

For general fermionic modes, $D_{ij}$ multiplies $c_i^\dagger c_j^\dagger$. This product changes sign when $i$ and $j$ are exchanged, so only the antisymmetric part of $D$ contributes, and one takes $D^T=-D$. This is class D, and $n$ counts all modes, spin included.

With spin-rotation symmetry and singlet pairing, one can use the basis of spin-up particles and spin-down holes. Then $D_{ij}$ multiplies $c_{i\uparrow}^\dagger c_{j\downarrow}^\dagger$, and the singlet condition gives $D^T=D$. This is class C, and $n$ counts orbitals without spin. Time-reversal symmetry is not imposed in either class.

## The two dimensions as Lean theorems

The theorem `finrank_classD` says that for every natural number $n$ the BdG matrices with antisymmetric pairing have real dimension $n(2n-1)$. The theorem `finrank_classC` gives $n(2n+1)$ for symmetric pairing. The first equation is stated in the integers, so its minus sign is ordinary subtraction.

The Lean objects correspond to the physics as follows.

- `hermitianPart n` is the space of normal-state matrices $h$.
- `antisymmetricPairing n` and `symmetricPairing n` are the two spaces of complex pairing matrices.
- `bdg n` sends the pair $(h,D)$ to $H$. Its index type `Fin n ⊕ Fin n` has one copy of the modes for particles and one for holes.
- `bdgSpace P` is the set of all $H$ with Hermitian $h$ and with $D$ in the space `P`. The definitions `classD` and `classC` insert the two pairing spaces.
- `Module.finrank ℝ` is the dimension over the real numbers.

The classes are thus defined by their block form, not by a particle-hole symmetry condition on $H$. The step from a second-quantised Hamiltonian to these blocks, sketched above, is physical input. The entries of $D$ are free parameters, with no gap equation imposed on them.

For a finite, quadratic mean-field model, the dimension is the number of real parameters that fix the matrix $H$ when no further restriction is imposed. In the Gaussian random-matrix ensemble of the given class, it is the number of independent real random variables.

## Counting block by block

**The blocks add.** For real $c$ we have $\overline{ch}=c\bar h$ and $(cD)^\dagger=cD^\dagger$, and both operations respect sums, so $(h,D)\mapsto H$ is real-linear. It is injective, because $h$ and $D$ are the upper two blocks of $H$. Hence

$$\dim\{H\}=\dim\{h\}+\dim\{D\}.$$

**The normal part.** Write $h=x+iy$ with real matrices $x$ and $y$. Hermiticity means $x^T=x$ and $y^T=-y$. Put $M=x+y$. Then

$$x=\tfrac12(M+M^T),\qquad y=\tfrac12(M-M^T),$$

so $M$ determines $h$. Conversely, every real $M$ gives a Hermitian $h$ by these formulas. The dimension is therefore that of the real $n\times n$ matrices, $n^2$.

**Antisymmetric pairing.** The condition $D_{ii}=-D_{ii}$ gives $D_{ii}=0$. The entries with $i<j$ are free complex numbers and fix those below the diagonal. Store them in a real matrix $M$:

$$M_{ij}=\operatorname{Re}D_{ij}\ (i<j),\qquad M_{ij}=\operatorname{Im}D_{ij}\ (i>j),\qquad M_{ii}=t_i,$$

where the $t_i$ are $n$ additional free real numbers. Each real $M$ arises from exactly one choice of $D$ and $t$, so $\dim\{D\}+n=n^2$, that is, $\dim\{D\}=n^2-n$.

**Symmetric pairing.** Every complex matrix, now called $M$, is a sum $S+A$ of a symmetric and an antisymmetric matrix, namely

$$M=\tfrac12(M+M^T)+\tfrac12(M-M^T).$$

The splitting is unique: if $S+A=0$, transposing gives $S-A=0$, hence $S=A=0$. The complex $n\times n$ matrices have real dimension $2n^2$, so the symmetric ones have

$$2n^2-(n^2-n)=n^2+n.$$

**The totals.** Adding the normal part gives

$$n^2+(n^2-n)=n(2n-1),\qquad n^2+(n^2+n)=n(2n+1).$$

For $n=1$ these are 1 and 3: a single mode has no antisymmetric pairing, while a single orbital has one complex singlet amplitude.

## Two modes with numbers

Take $n=2$, with indices 0 and 1 as in Lean, and

$$h=\begin{pmatrix}1&2+i\\2-i&3\end{pmatrix},\qquad D=\begin{pmatrix}0&5-4i\\-5+4i&0\end{pmatrix}.$$

The real matrix that stores $h$ is

$$\operatorname{Re}h+\operatorname{Im}h=\begin{pmatrix}1&3\\1&3\end{pmatrix}.$$

From it, $h_{01}=\tfrac12(3+1)+\tfrac i2(3-1)=2+i$, as it should be. With the additional numbers $t=(7,8)$, the matrix that stores $D$ is

$$\begin{pmatrix}7&5\\4&8\end{pmatrix}.$$

Two of its four entries belong to $D$. The class D total is $4+2=6=2\cdot3$. A symmetric $D$ has three free complex entries, so the class C total is $4+6=10=2\cdot5$.

## The complete Lean source

```lean
import Mathlib

open Matrix

namespace BdGClassDimension

noncomputable section

/-- The real vector space of Hermitian `n × n` matrices (normal-state Hamiltonians). -/
def hermitianPart (n : ℕ) : Submodule ℝ (Matrix (Fin n) (Fin n) ℂ) where
  carrier := {A | Aᴴ = A}
  add_mem' := by
    intro A B hA hB
    show (A + B)ᴴ = A + B
    rw [conjTranspose_add, show Aᴴ = A from hA, show Bᴴ = B from hB]
  zero_mem' := conjTranspose_zero
  smul_mem' := by
    intro c A hA
    show (c • A)ᴴ = c • A
    rw [conjTranspose_smul, show Aᴴ = A from hA, star_trivial]

/-- The real vector space of antisymmetric complex pairing matrices. -/
def antisymmetricPairing (n : ℕ) : Submodule ℝ (Matrix (Fin n) (Fin n) ℂ) where
  carrier := {D | Dᵀ = -D}
  add_mem' := by
    intro A B hA hB
    show (A + B)ᵀ = -(A + B)
    rw [transpose_add, show Aᵀ = -A from hA, show Bᵀ = -B from hB, neg_add]
  zero_mem' := by
    show (0 : Matrix (Fin n) (Fin n) ℂ)ᵀ = -0
    simp
  smul_mem' := by
    intro c A hA
    show (c • A)ᵀ = -(c • A)
    rw [transpose_smul, show Aᵀ = -A from hA, smul_neg]

/-- The real vector space of symmetric complex pairing matrices. -/
def symmetricPairing (n : ℕ) : Submodule ℝ (Matrix (Fin n) (Fin n) ℂ) where
  carrier := {D | Dᵀ = D}
  add_mem' := by
    intro A B hA hB
    show (A + B)ᵀ = A + B
    rw [transpose_add, show Aᵀ = A from hA, show Bᵀ = B from hB]
  zero_mem' := transpose_zero
  smul_mem' := by
    intro c A hA
    show (c • A)ᵀ = c • A
    rw [transpose_smul, show Aᵀ = A from hA]

/-- The BdG matrix `[[h, D], [Dᴴ, -conj h]]` as a real-linear function of `(h, D)`. -/
def bdg (n : ℕ) : (Matrix (Fin n) (Fin n) ℂ × Matrix (Fin n) (Fin n) ℂ) →ₗ[ℝ]
    Matrix (Fin n ⊕ Fin n) (Fin n ⊕ Fin n) ℂ where
  toFun p := fromBlocks p.1 p.2 p.2ᴴ (-(p.1.map star))
  map_add' p q := by
    ext (i | i) (j | j) <;> simp [add_comm]
  map_smul' c p := by
    ext (i | i) (j | j) <;> simp

/-- The BdG matrices with Hermitian `h` and with pairing matrix `D` in a given space `P`. -/
def bdgSpace {n : ℕ} (P : Submodule ℝ (Matrix (Fin n) (Fin n) ℂ)) :
    Submodule ℝ (Matrix (Fin n ⊕ Fin n) (Fin n ⊕ Fin n) ℂ) :=
  ((hermitianPart n).prod P).map (bdg n)

/-- Class D: BdG matrices with antisymmetric pairing. -/
def classD (n : ℕ) := bdgSpace (antisymmetricPairing n)

/-- Class C: BdG matrices with symmetric pairing. -/
def classC (n : ℕ) := bdgSpace (symmetricPairing n)

/-- Hermitian `n × n` matrices have `n²` real parameters. -/
theorem finrank_hermitianPart (n : ℕ) : Module.finrank ℝ (hermitianPart n) = n * n := by
  -- the real matrix `Re h + Im h` determines `h`
  let e : hermitianPart n ≃ₗ[ℝ] Matrix (Fin n) (Fin n) ℝ :=
    { toFun := fun A => Matrix.of fun i j => (A.1 i j).re + (A.1 i j).im
      map_add' := fun A B => by ext i j; simp; ring
      map_smul' := fun c A => by ext i j; simp; ring
      invFun := fun M => ⟨Matrix.of fun i j =>
          (⟨(M i j + M j i) / 2, (M i j - M j i) / 2⟩ : ℂ), by
        show (Matrix.of _)ᴴ = Matrix.of _
        refine Matrix.ext fun i j => Complex.ext ?_ ?_ <;> simp <;> ring⟩
      left_inv := fun A => by
        refine Subtype.ext (Matrix.ext fun i j => ?_)
        have hA : A.1ᴴ = A.1 := A.2
        have h : star (A.1 j i) = A.1 i j := congrFun (congrFun hA i) j
        have hr : (A.1 j i).re = (A.1 i j).re := by simpa using congrArg Complex.re h
        have hi : -(A.1 j i).im = (A.1 i j).im := by simpa using congrArg Complex.im h
        apply Complex.ext
        · show ((A.1 i j).re + (A.1 i j).im + ((A.1 j i).re + (A.1 j i).im)) / 2 = _
          linarith
        · show ((A.1 i j).re + (A.1 i j).im - ((A.1 j i).re + (A.1 j i).im)) / 2 = _
          linarith
      right_inv := fun M => by
        ext i j
        show (M i j + M j i) / 2 + (M i j - M j i) / 2 = M i j
        ring }
  rw [e.finrank_eq]
  simp [Module.finrank_matrix]

/-- Antisymmetric complex pairing matrices have `n` real parameters fewer than `n²`. -/
theorem finrank_antisymmetricPairing (n : ℕ) :
    Module.finrank ℝ (antisymmetricPairing n) + n = n * n := by
  -- `n` free real numbers fill the diagonal that antisymmetry leaves empty
  let e : (antisymmetricPairing n × (Fin n → ℝ)) ≃ₗ[ℝ] Matrix (Fin n) (Fin n) ℝ :=
    { toFun := fun q => Matrix.of fun i j =>
        if i < j then (q.1.1 i j).re else if j < i then (q.1.1 i j).im else q.2 i
      map_add' := fun p q => by
        refine Matrix.ext fun i j => ?_
        by_cases h : i < j <;> by_cases k : j < i <;> simp [h, k]
      map_smul' := fun c q => by
        refine Matrix.ext fun i j => ?_
        by_cases h : i < j <;> by_cases k : j < i <;> simp [h, k]
      invFun := fun M => (⟨Matrix.of fun i j =>
          if i < j then (⟨M i j, -M j i⟩ : ℂ)
          else if j < i then ⟨-M j i, M i j⟩ else 0, by
        show (Matrix.of _)ᵀ = -Matrix.of _
        refine Matrix.ext fun i j => ?_
        rcases lt_trichotomy i j with h | rfl | h
        · apply Complex.ext <;> simp [h, not_lt_of_ge h.le]
        · simp
        · apply Complex.ext <;> simp [h, not_lt_of_ge h.le]⟩, fun i => M i i)
      left_inv := fun q => by
        refine Prod.ext (Subtype.ext (Matrix.ext fun i j => ?_)) (funext fun i => ?_)
        · have hD : q.1.1ᵀ = -q.1.1 := q.1.2
          have e : q.1.1 j i = -q.1.1 i j := congrFun (congrFun hD i) j
          rcases lt_trichotomy i j with h | rfl | h
          · apply Complex.ext <;> simp [h, not_lt_of_ge h.le, e]
          · have z : q.1.1 i i = 0 := by linear_combination (1 / 2 : ℂ) * e
            simp [z]
          · apply Complex.ext <;> simp [h, not_lt_of_ge h.le, e]
        · simp
      right_inv := fun M => by
        refine Matrix.ext fun i j => ?_
        rcases lt_trichotomy i j with h | rfl | h
        · simp [h]
        · simp
        · simp [h, not_lt_of_ge h.le] }
  have h := e.finrank_eq
  rw [Module.finrank_prod] at h
  simpa [Module.finrank_matrix] using h

/-- Symmetric complex pairing matrices have `n² + n` real parameters. -/
theorem finrank_symmetricPairing (n : ℕ) :
    Module.finrank ℝ (symmetricPairing n) = n * n + n := by
  -- every complex matrix splits into a symmetric and an antisymmetric part
  let e : (symmetricPairing n × antisymmetricPairing n) ≃ₗ[ℝ] Matrix (Fin n) (Fin n) ℂ :=
    { toFun := fun q => q.1.1 + q.2.1
      map_add' := fun _ _ => add_add_add_comm _ _ _ _
      map_smul' := fun c _ => (smul_add c _ _).symm
      invFun := fun M => (⟨(1 / 2 : ℝ) • (M + Mᵀ), by
          show ((1 / 2 : ℝ) • (M + Mᵀ))ᵀ = (1 / 2 : ℝ) • (M + Mᵀ)
          rw [transpose_smul, transpose_add, transpose_transpose, add_comm]⟩,
        ⟨(1 / 2 : ℝ) • (M - Mᵀ), by
          show ((1 / 2 : ℝ) • (M - Mᵀ))ᵀ = -((1 / 2 : ℝ) • (M - Mᵀ))
          rw [transpose_smul, transpose_sub, transpose_transpose, ← smul_neg, neg_sub]⟩)
      left_inv := fun q => by
        have hS : q.1.1ᵀ = q.1.1 := q.1.2
        have hA : q.2.1ᵀ = -q.2.1 := q.2.2
        refine Prod.ext (Subtype.ext ?_) (Subtype.ext ?_)
        · show (1 / 2 : ℝ) • (q.1.1 + q.2.1 + (q.1.1 + q.2.1)ᵀ) = q.1.1
          rw [transpose_add, hS, hA]
          module
        · show (1 / 2 : ℝ) • (q.1.1 + q.2.1 - (q.1.1 + q.2.1)ᵀ) = q.2.1
          rw [transpose_add, hS, hA]
          module
      right_inv := fun M => by
        show (1 / 2 : ℝ) • (M + Mᵀ) + (1 / 2 : ℝ) • (M - Mᵀ) = M
        module }
  have h := e.finrank_eq
  rw [Module.finrank_prod, Module.finrank_matrix, Complex.finrank_real_complex,
    Fintype.card_fin] at h
  linarith [finrank_antisymmetricPairing n]

/-- The dimension of a BdG space is `n²` plus the real dimension of its pairing space. -/
theorem finrank_bdgSpace {n : ℕ} (P : Submodule ℝ (Matrix (Fin n) (Fin n) ℂ)) :
    Module.finrank ℝ (bdgSpace P) = n * n + Module.finrank ℝ P := by
  -- `h` and `D` can be read off from the upper blocks
  have inj : Function.Injective (bdg n) := fun p q hpq =>
    Prod.ext (congrArg toBlocks₁₁ hpq) (congrArg toBlocks₁₂ hpq)
  let e := Submodule.equivMapOfInjective (bdg n) inj ((hermitianPart n).prod P)
  let s : ((hermitianPart n).prod P) ≃ₗ[ℝ] (hermitianPart n × P) :=
    { toFun := fun x => (⟨x.1.1, x.2.1⟩, ⟨x.1.2, x.2.2⟩)
      map_add' := fun _ _ => rfl
      map_smul' := fun _ _ => rfl
      invFun := fun y => ⟨(y.1.1, y.2.1), ⟨y.1.2, y.2.2⟩⟩
      left_inv := fun _ => rfl
      right_inv := fun _ => rfl }
  rw [bdgSpace, ← e.finrank_eq, s.finrank_eq, Module.finrank_prod, finrank_hermitianPart]

/-- The BdG matrices of class D form a real vector space of dimension `n(2n - 1)`. -/
theorem finrank_classD (n : ℕ) :
    (Module.finrank ℝ (classD n) : ℤ) = n * (2 * n - 1) := by
  have h1 := finrank_bdgSpace (antisymmetricPairing n)
  have h2 := finrank_antisymmetricPairing n
  rw [classD]
  zify at h1 h2
  linear_combination h1 + h2

/-- The BdG matrices of class C form a real vector space of dimension `n(2n + 1)`. -/
theorem finrank_classC (n : ℕ) :
    Module.finrank ℝ (classC n) = n * (2 * n + 1) := by
  rw [classC, finrank_bdgSpace, finrank_symmetricPairing]
  ring

end

end BdGClassDimension
```

```lean
#print axioms BdGClassDimension.finrank_symmetricPairing
#print axioms BdGClassDimension.finrank_classD
#print axioms BdGClassDimension.finrank_classC
```

```
'BdGClassDimension.finrank_symmetricPairing' depends on axioms: [propext, Classical.choice, Quot.sound]
'BdGClassDimension.finrank_classD' depends on axioms: [propext, Classical.choice, Quot.sound]
'BdGClassDimension.finrank_classC' depends on axioms: [propext, Classical.choice, Quot.sound]
```

## Dimensions from invertible linear maps

The proof compares dimensions through linear equivalences, written `≃ₗ[ℝ]`. Each consists of a real-linear map, its inverse, and proofs that the two compositions are the identity. Equivalent spaces have equal dimension, which is what `finrank_eq` supplies.

In `finrank_hermitianPart` the forward map is $h\mapsto\operatorname{Re}h+\operatorname{Im}h$, and `invFun` rebuilds $h$ from $M$. For `left_inv`, hermiticity is split into the relations `hr` and `hi` between real and imaginary parts, after which `linarith` recovers each entry.

In `finrank_antisymmetricPairing` the equivalence starts from pairs: an antisymmetric matrix and a real function on `Fin n`, which is the list $t$. A case split on the lemma `lt_trichotomy` separates entries above, on and below the diagonal. On the diagonal, `linear_combination` derives $D_{ii}=0$ from $D_{ii}=-D_{ii}$. The theorem keeps the form $\dim\{D\}+n=n^2$ and so needs no subtraction.

In `finrank_symmetricPairing` the equivalence is the splitting into symmetric and antisymmetric parts. The tactic `module` checks the identities with the factors $\tfrac12$, and `linarith` combines the resulting dimension equation with the antisymmetric count.

The theorem `finrank_bdgSpace` adds the blocks for any real subspace `P` of pairing matrices. Injectivity is obtained by reading off the upper blocks with `toBlocks₁₁` and `toBlocks₁₂`. The map `e` then identifies the allowed pairs with their BdG matrices, and `s` regards those pairs as a product of two spaces, whose dimensions add.

The two final theorems substitute the pairing dimensions. For class D, `zify` moves the equations to the integers and `linear_combination h1 + h2` adds them. For class C, `ring` finishes the algebra.

## Singlet pairing with time-reversal symmetry

The same block argument also counts a smaller family, which is not treated in the Lean source. For singlet pairing with both spin-rotation and time-reversal symmetry, in a basis of real orbitals and with a suitable choice of phase, both $h$ and $D$ are real symmetric. Each has $n(n+1)/2$ parameters, and since the block map remains injective on these pairs, the total is $n(n+1)$. For $n=2$ this leaves 6 of the 10 class C parameters.
